# In an s, p, d basis, sign changes of the intershell couplings preserve every Hermitian spectrum exactly when their product is one

## Bands that go wrong with every magnitude right

Suppose a table of tight-binding parameters was made with p orbitals pointing the opposite way to those in your code. You reverse the sign of the s-p coupling and forget the p-d coupling. The Hamiltonian is still Hermitian and every hopping has the right magnitude, yet the bands can be wrong. The opposite confusion also occurs: two fits list different signs and seem to disagree, although they describe the same bands.

Both cases come down to one question: which sign changes of the s-p, p-d and s-d couplings can be seen in the energies? Let $a$, $b$ and $c$, each $+1$ or $-1$, multiply these three couplings in that order. If all three shells are present, the energies are unchanged for every Hermitian matrix exactly when $abc=1$.

For a non-interacting model in a finite orthonormal basis, a fit to energies alone therefore cannot separate sign choices with the same product. It can at best determine the product.

## Signs attached to blocks

Order the orbitals by shell. The sign change turns the Hamiltonian $H$ into

$$
H'=\begin{pmatrix}
H_{ss} & aH_{sp} & cH_{sd}\\
aH_{ps} & H_{pp} & bH_{pd}\\
cH_{ds} & bH_{dp} & H_{dd}
\end{pmatrix}.
$$

Each block and its adjoint receive the same sign, so $H'$ is Hermitian whenever $H$ is. The sign $b$ multiplies the whole p-d block, so in Slater-Koster language the $\sigma$ and $\pi$ integrals of that block change sign together.

In Lean, the orbitals form a finite type `n`, and the map `ℓ : n → Shell` gives each orbital its label. Here `ℓ` is a labelling map, not an angular momentum quantum number. Orbitals on different atoms may share a label, and the blocks may have any sizes. The signs have type `ℤˣ`, the invertible integers, which are just $1$ and $-1$. The matrix $H'$ is `flipCouplings ℓ a b c H`.

The theorem `charpoly_invariant_iff` fixes the orbitals, their labels and the three signs. It says that `flipCouplings ℓ a b c H` and `H` have the same characteristic polynomial for every Hermitian `H` if and only if `a * b * c = 1`. For a Hermitian matrix, this polynomial records the eigenvalues with their multiplicities.

The hypothesis `Function.Surjective ℓ` says that each shell contains at least one orbital. If a shell is empty, at most one kind of intershell coupling remains, and its sign can be absorbed into the orbitals of one shell. Every sign choice then preserves the spectrum, so the "only if" direction requires all three shells.

The second theorem, `same_charpoly_iff`, compares two sign choices, again with all three shells present. They give equal characteristic polynomials for every Hermitian matrix if and only if $abc=a'b'c'$. The eight possible choices thus fall into two classes of four.

## From all Hermitian matrices to one crystal

Shell labels are the only part of the Slater-Koster scheme that enters the model. There are no direction cosines, two-centre integrals or lattice. In a crystal the signs are the same at every wave vector, so the direction from $abc=1$ to equal energies applies to each Bloch Hamiltonian separately.

The other direction needs more care. If $abc=-1$, some Hermitian matrix changes its spectrum, but that matrix need not belong to the parameter family of a given crystal. If the s-d coupling vanishes in a material, for example, its bands cannot reveal the product. Whether a particular fit determines the product has to be checked for that model.

## A product of one is a change of orbital signs

Assume $abc=1$. Multiplying by $ac$ and using $a^2=c^2=1$ gives $b=ac$. Let $D$ be the diagonal matrix with entry $1$ on s orbitals, $a$ on p orbitals and $c$ on d orbitals. In $DHD$,

- blocks within a shell are multiplied by $1$, $a^2$ or $c^2$, all equal to $1$;
- the s-p block is multiplied by $a$;
- the s-d block is multiplied by $c$;
- the p-d block is multiplied by $ac=b$.

The adjoint blocks receive the same factors, so $H'=DHD$. Since $D^2=1$,

$$
\det(\lambda-H')=\det\big(D(\lambda-H)D\big)=\det(D)^2\det(\lambda-H)=\det(\lambda-H).
$$

Physically, the p orbitals are replaced by their negatives if $a=-1$, and the d orbitals if $c=-1$.

## A triangle detects the other product

Now assume $abc=-1$. Choose an s orbital $i$, a p orbital $j$ and a d orbital $k$. Give every orbital on-site energy $1$, put hopping $1$ between each two of $i,j,k$, and set all other hoppings to zero. On the triangle, the Hamiltonian before and after the sign change is

$$
\begin{pmatrix}1&1&1\\1&1&1\\1&1&1\end{pmatrix},
\qquad
\begin{pmatrix}1&a&c\\a&1&b\\c&b&1\end{pmatrix}.
$$

The first has equal rows, so the determinant of the full test Hamiltonian is zero. For the second, suppose that a vector $v$ is sent to zero:

$$
\begin{aligned}
v_i+av_j+cv_k&=0,\\
av_i+v_j+bv_k&=0,\\
cv_i+bv_j+v_k&=0.
\end{aligned}
$$

Subtract the second equation from $a$ times the first to get $(ac-b)v_k=0$. Multiplication by $b$ gives $(abc-1)v_k=-2v_k=0$, so $v_k=0$. In the same way, $c$ times the first equation minus the third gives $(ac-b)v_j=0$, hence $v_j=0$. The first equation then gives $v_i=0$. Any orbital $m$ outside the triangle is isolated with energy $1$, so its equation reads $v_m=0$.

There is no zero mode, and the determinant is nonzero. The determinant is fixed by the characteristic polynomial, so that polynomial has changed. On the triangle, the energies go from $0,0,3$ to $-1,2,2$.

## Comparing two sign choices

Applying the signs $(a',b',c')$ and then $(a,b,c)$ multiplies the couplings by $(aa',bb',cc')$. Applying $(a',b',c')$ twice restores the original matrix. Every Hermitian $H$ can therefore be written as the $(a',b',c')$ version of another Hermitian matrix $K$.

With this substitution, the two matrices being compared become $K$ with signs $(aa',bb',cc')$ and $K$ itself. They have equal characteristic polynomials for every $K$ exactly when $(abc)(a'b'c')=1$. For numbers equal to $\pm1$, this means $abc=a'b'c'$.

## Phases in place of signs

The factors could also have been modelled as complex phases of modulus one, with each adjoint block receiving the conjugate phase. The factor table would then no longer be symmetric, and the condition would become $ab\bar c=1$, the phase collected around the loop s to p to d and back to s. This version would include redefinitions of orbitals by factors such as $i$, but it would need its own proof. Signs suffice when all orbitals of a shell are multiplied by one common factor and stay real.

## The complete Lean file

```lean
import Mathlib

open Matrix

namespace SlaterKosterSigns

/-- The three shells of an s, p, d tight-binding basis. -/
inductive Shell
  | s
  | p
  | d

/-- The sign given to a coupling between two shells: `a` for s-p, `b` for p-d, `c` for s-d,
and `1` within a shell. -/
def couplingSign (a b c : ℤˣ) : Shell → Shell → ℤˣ
  | .s, .s => 1
  | .p, .p => 1
  | .d, .d => 1
  | .s, .p => a
  | .p, .s => a
  | .p, .d => b
  | .d, .p => b
  | .s, .d => c
  | .d, .s => c

/-- The sign change of the basis orbitals in each shell: `1` for s, `a` for p, `c` for d. -/
def orbitalSign (a c : ℤˣ) : Shell → ℤˣ
  | .s => 1
  | .p => a
  | .d => c

variable {n : Type*}

/-- The Hamiltonian with its s-p, p-d and s-d blocks, and their adjoints, multiplied by
`a`, `b` and `c`; the map `ℓ` tells the shell of each orbital. -/
noncomputable def flipCouplings (ℓ : n → Shell) (a b c : ℤˣ) (H : Matrix n n ℂ) :
    Matrix n n ℂ :=
  Matrix.of fun i j => ((couplingSign a b c (ℓ i) (ℓ j) : ℤ) : ℂ) * H i j

/-- Changing the signs of the couplings keeps a Hermitian matrix Hermitian. -/
theorem flipCouplings_isHermitian (ℓ : n → Shell) (a b c : ℤˣ) {H : Matrix n n ℂ}
    (hH : H.IsHermitian) : (flipCouplings ℓ a b c H).IsHermitian := by
  have hs : ∀ x y, couplingSign a b c x y = couplingSign a b c y x := by
    intro x y
    cases x <;> cases y <;> rfl
  ext i j
  simp only [conjTranspose_apply, flipCouplings, of_apply, star_mul', star_intCast,
    hH.apply i j, hs (ℓ j) (ℓ i)]

/-- Two successive sign changes multiply their signs. -/
theorem flipCouplings_comp (ℓ : n → Shell) (a b c a' b' c' : ℤˣ) (H : Matrix n n ℂ) :
    flipCouplings ℓ a b c (flipCouplings ℓ a' b' c' H) =
      flipCouplings ℓ (a * a') (b * b') (c * c') H := by
  have hs : ∀ x y, couplingSign (a * a') (b * b') (c * c') x y =
      couplingSign a b c x y * couplingSign a' b' c' x y := by
    intro x y
    cases x <;> cases y <;> simp [couplingSign]
  ext i j
  simp only [flipCouplings, of_apply, hs, Units.val_mul, Int.cast_mul]
  ring

variable [Fintype n] [DecidableEq n]

/-- If `abc = 1`, the sign change of the couplings is a sign change of the basis orbitals. -/
theorem flipCouplings_eq_conj (ℓ : n → Shell) {a b c : ℤˣ} (h : a * b * c = 1)
    (H : Matrix n n ℂ) :
    flipCouplings ℓ a b c H =
      diagonal (fun i => ((orbitalSign a c (ℓ i) : ℤ) : ℂ)) * H *
        diagonal (fun i => ((orbitalSign a c (ℓ i) : ℤ) : ℂ)) := by
  have hs : ∀ x y, couplingSign a b c x y = orbitalSign a c x * orbitalSign a c y := by
    intro x y
    cases x <;> cases y <;> revert a b c <;> decide
  ext i j
  rw [mul_diagonal, diagonal_mul]
  simp only [flipCouplings, of_apply, hs, Units.val_mul, Int.cast_mul]
  ring

/-- If `abc = 1`, the sign change preserves the characteristic polynomial. -/
theorem charpoly_flipCouplings (ℓ : n → Shell) {a b c : ℤˣ} (h : a * b * c = 1)
    (H : Matrix n n ℂ) : (flipCouplings ℓ a b c H).charpoly = H.charpoly := by
  have hD : diagonal (fun i => ((orbitalSign a c (ℓ i) : ℤ) : ℂ)) *
      diagonal (fun i => ((orbitalSign a c (ℓ i) : ℤ) : ℂ)) = 1 := by
    rw [diagonal_mul_diagonal, ← diagonal_one]
    congr 1
    funext i
    rcases Int.units_eq_one_or (orbitalSign a c (ℓ i)) with h | h <;> simp [h]
  rw [flipCouplings_eq_conj ℓ h, Matrix.charpoly_mul_comm, ← mul_assoc, hD, one_mul]

/-- The test Hamiltonian: unit on-site energy on every orbital and unit hopping between each
two of the orbitals `i`, `j`, `k`, taken distinct. -/
noncomputable def triangle (i j k : n) : Matrix n n ℂ :=
  Matrix.of fun x y => (if y = x then 1 else 0)
    + ((if x = i then 1 else 0) * (if y = j then 1 else 0)
      + (if x = j then 1 else 0) * (if y = i then 1 else 0))
    + ((if x = j then 1 else 0) * (if y = k then 1 else 0)
      + (if x = k then 1 else 0) * (if y = j then 1 else 0))
    + ((if x = i then 1 else 0) * (if y = k then 1 else 0)
      + (if x = k then 1 else 0) * (if y = i then 1 else 0))

omit [Fintype n] in
/-- The test Hamiltonian is Hermitian. -/
theorem triangle_isHermitian (i j k : n) : (triangle i j k).IsHermitian := by
  ext x y
  have e : (if x = y then (1 : ℂ) else 0) = if y = x then 1 else 0 :=
    if_congr eq_comm rfl rfl
  simp only [conjTranspose_apply, triangle, of_apply, star_add, star_mul',
    apply_ite (star : ℂ → ℂ), star_one, star_zero, e]
  ring

/-- With one orbital from each shell and `abc = -1`, the test Hamiltonian with changed signs
has nonzero determinant. -/
theorem det_flip_triangle_ne_zero (ℓ : n → Shell) {i j k : n} (hi : ℓ i = .s)
    (hj : ℓ j = .p) (hk : ℓ k = .d) {a b c : ℤˣ} (h : a * b * c = -1) :
    (flipCouplings ℓ a b c (triangle i j k)).det ≠ 0 := by
  intro h0
  obtain ⟨v, hv0, hv⟩ := Matrix.exists_mulVec_eq_zero_iff.2 h0
  have hij : i ≠ j := fun e => by simp [e, hj] at hi
  have hik : i ≠ k := fun e => by simp [e, hk] at hi
  have hjk : j ≠ k := fun e => by simp [e, hk] at hj
  have hsq : ∀ u : ℤˣ, ((u : ℤ) : ℂ) ^ 2 = 1 := by
    intro u
    rcases Int.units_eq_one_or u with rfl | rfl <;> simp
  have hP : ((a : ℤ) : ℂ) * ((b : ℤ) : ℂ) * ((c : ℤ) : ℂ) = -1 := by
    have := congrArg (fun u : ℤˣ => ((u : ℤ) : ℂ)) h
    simpa using this
  have hself : ∀ x, couplingSign a b c x x = 1 := by
    intro x
    cases x <;> rfl
  have row : ∀ m, ∑ y, ((couplingSign a b c (ℓ m) (ℓ y) : ℤ) : ℂ) *
      triangle i j k m y * v y = 0 := fun m => congrFun hv m
  -- the three equations on the triangle
  have ri := row i
  have rj := row j
  have rk := row k
  simp [triangle, hij, hik, mul_add, add_mul, Finset.sum_add_distrib,
    couplingSign, hi, hj, hk] at ri
  simp [triangle, hij.symm, hjk, mul_add, add_mul, Finset.sum_add_distrib,
    couplingSign, hi, hj, hk] at rj
  simp [triangle, hik.symm, hjk.symm, mul_add, add_mul, Finset.sum_add_distrib,
    couplingSign, hi, hj, hk] at rk
  have hz : v k = 0 := by
    linear_combination (-1 / 2) * (((b : ℤ) : ℂ) * (((a : ℤ) : ℂ) * ri - rj))
      + (1 / 2) * ((b : ℤ) : ℂ) * v j * hsq a + (1 / 2) * v k * hP - (1 / 2) * v k * hsq b
  have hy : v j = 0 := by
    linear_combination (-1 / 2) * (((b : ℤ) : ℂ) * (((c : ℤ) : ℂ) * ri - rk))
      + (1 / 2) * ((b : ℤ) : ℂ) * v k * hsq c + (1 / 2) * v j * hP - (1 / 2) * v j * hsq b
  have hx : v i = 0 := by
    linear_combination ri - ((a : ℤ) : ℂ) * hy - ((c : ℤ) : ℂ) * hz
  -- every other orbital is isolated
  apply hv0
  funext m
  by_cases mi : m = i
  · rw [mi]; exact hx
  by_cases mj : m = j
  · rw [mj]; exact hy
  by_cases mk : m = k
  · rw [mk]; exact hz
  have rm := row m
  simpa [triangle, mi, mj, mk, hself] using rm

/-- When all three shells are present, changing the signs of the s-p, p-d and s-d couplings by
`a`, `b`, `c` preserves the characteristic polynomial of every Hermitian matrix if and only if
`abc = 1`. -/
theorem charpoly_invariant_iff (ℓ : n → Shell) (hℓ : Function.Surjective ℓ) (a b c : ℤˣ) :
    (∀ H : Matrix n n ℂ, H.IsHermitian →
      (flipCouplings ℓ a b c H).charpoly = H.charpoly) ↔ a * b * c = 1 := by
  refine ⟨fun hall => ?_, fun h H _ => charpoly_flipCouplings ℓ h H⟩
  obtain ⟨i, hi⟩ := hℓ .s
  obtain ⟨j, hj⟩ := hℓ .p
  obtain ⟨k, hk⟩ := hℓ .d
  have hij : i ≠ j := fun e => by simp [e, hj] at hi
  have hik : i ≠ k := fun e => by simp [e, hk] at hi
  have hjk : j ≠ k := fun e => by simp [e, hk] at hj
  rcases Int.units_eq_one_or (a * b * c) with h | h
  · exact h
  -- two equal rows make the original test Hamiltonian singular
  have hdet : (triangle i j k).det = 0 := by
    apply Matrix.det_zero_of_row_eq hij
    funext y
    simp [triangle, hij, hij.symm, hik, hjk]
    ring
  refine absurd ?_ (det_flip_triangle_ne_zero ℓ hi hj hk h)
  rw [Matrix.det_eq_sign_charpoly_coeff, hall _ (triangle_isHermitian i j k),
    ← Matrix.det_eq_sign_charpoly_coeff, hdet]

/-- When all three shells are present, two choices of coupling signs give the same
characteristic polynomial for every Hermitian matrix if and only if their products agree. -/
theorem same_charpoly_iff (ℓ : n → Shell) (hℓ : Function.Surjective ℓ)
    (a b c a' b' c' : ℤˣ) :
    (∀ H : Matrix n n ℂ, H.IsHermitian →
      (flipCouplings ℓ a b c H).charpoly = (flipCouplings ℓ a' b' c' H).charpoly) ↔
      a * b * c = a' * b' * c' := by
  have key : ∀ u v : ℤˣ, u * v = 1 ↔ u = v := by decide
  have hprod : a * a' * (b * b') * (c * c') = a * b * c * (a' * b' * c') := by ac_rfl
  have hone : ∀ H : Matrix n n ℂ, flipCouplings ℓ 1 1 1 H = H := by
    intro H
    have hs : ∀ x y, couplingSign 1 1 1 x y = 1 := by
      intro x y
      cases x <;> cases y <;> rfl
    ext i j
    simp [flipCouplings, hs]
  rw [← key, ← hprod, ← charpoly_invariant_iff ℓ hℓ]
  -- pass from `H` to the matrix with signs `a'`, `b'`, `c'`
  constructor
  · intro hall H hH
    have h := hall _ (flipCouplings_isHermitian ℓ a' b' c' hH)
    rwa [flipCouplings_comp, flipCouplings_comp, Int.units_mul_self, Int.units_mul_self,
      Int.units_mul_self, hone] at h
  · intro hall H hH
    have h := hall _ (flipCouplings_isHermitian ℓ a' b' c' hH)
    rwa [flipCouplings_comp, mul_assoc a, mul_assoc b, mul_assoc c, Int.units_mul_self,
      Int.units_mul_self, Int.units_mul_self, mul_one, mul_one, mul_one] at h

end SlaterKosterSigns
```

```lean
#print axioms SlaterKosterSigns.same_charpoly_iff
```

```
'SlaterKosterSigns.same_charpoly_iff' depends on axioms: [propext, Classical.choice, Quot.sound]
```

## Orbital signs and the triangle in Lean

`flipCouplings_isHermitian` checks that the sign table is symmetric by running through the pairs of shells. `flipCouplings_comp` uses the same case split to show that successive sign changes multiply.

`flipCouplings_eq_conj` is the identity $H'=DHD$, with the diagonal of $D$ given by `orbitalSign`. After the split into shell pairs, `decide` tests all values of the signs that satisfy $abc=1$. `charpoly_flipCouplings` then proves $D^2=1$ as `hD`. Where the derivation above factors a determinant, Lean uses `Matrix.charpoly_mul_comm`: the characteristic polynomial of $(DH)D$ equals that of $D(DH)$, which is $H$. This lemma needs neither Hermiticity nor occupied shells.

The test Hamiltonian is `triangle i j k`, and `triangle_isHermitian` confirms that it is an admissible one. In `det_flip_triangle_ne_zero`, a zero determinant is assumed, and `Matrix.exists_mulVec_eq_zero_iff` supplies a nonzero vector `v` that the matrix sends to zero. The `simp` calls reduce rows `i`, `j` and `k` to the three displayed equations, named `ri`, `rj` and `rk`. The `linear_combination` steps carry out the eliminations, with `hsq` for the squares of signs and `hP` for $abc=-1$. The final case split shows that every component of `v` vanishes, a contradiction.

In `charpoly_invariant_iff`, surjectivity supplies the three orbitals. `Matrix.det_zero_of_row_eq` gives the zero determinant before the sign change, and `Matrix.det_eq_sign_charpoly_coeff` expresses a determinant through the constant coefficient of the characteristic polynomial. Invariance would thus make the determinant after the change zero too, which the previous lemma excludes.

`same_charpoly_iff` first rewrites equality of the two products as a statement about $(aa',bb',cc')$. Each direction then applies its assumption to `flipCouplings ℓ a' b' c' H`, and the repeated signs cancel through `Int.units_mul_self`.
